# Mixing two orthonormal orbitals reaches below both their energies exactly when the Hamiltonian couples them

A local orbital is a basis function confined to one atomic sphere, which is added to an augmented-wave basis to make it more flexible. Suppose that an orbital φ is already at hand, and that a local orbital, made orthogonal to φ and normalised, gives a second function χ. The energy expectation value of χ may lie well above that of φ. Can a combination of the two still have a lower energy than φ alone, and lower than χ alone?

It can whenever the matrix element ⟨φ,Hχ⟩ is nonzero, however high χ lies. If the matrix element vanishes, no combination gets below both. For a fixed one-electron Hamiltonian and a χ that lies no lower than φ, this says when mixing χ into φ can lower the variational energy.

## The setting and the two-level energy

The functions live in an inner-product space `E` over a field `𝕜` of scalars that is either ℝ or ℂ, so real and complex orbitals are treated together. The inner product ⟨x,y⟩ is conjugate-linear in x and linear in y. The Hamiltonian H is a linear map from `E` to itself, and `H.IsSymmetric` means ⟨Hx,y⟩ = ⟨x,Hy⟩ for all x and y.

Since H acts on all of `E` and maps into `E`, a differential operator has to enter through a suitable space. One choice is the span of a finite basis, with H followed by the orthogonal projection onto that span, which leaves all matrix elements between basis functions unchanged.

```lean
import Mathlib

open scoped InnerProductSpace ComplexConjugate

namespace LocalOrbitalLowering

noncomputable section

variable {𝕜 E : Type*} [RCLike 𝕜] [NormedAddCommGroup E] [InnerProductSpace 𝕜 E]
```

The energy of a vector x, before normalisation, is

    ε(x) = Re ⟨x,Hx⟩.

For symmetric H the inner product ⟨x,Hx⟩ is already real; taking the real part makes the energy a real number in Lean as well.

```lean
/-- The expectation value `Re ⟨x, H x⟩` of the operator `H` in the vector `x`, not normalised. -/
def energy (H : E →ₗ[𝕜] E) (x : E) : ℝ := RCLike.re ⟪x, H x⟫_𝕜
```

For x ≠ 0, dividing by the squared norm gives the Rayleigh quotient, the energy expectation value of the normalised state:

    R(x) = ε(x) / ‖x‖².

```lean
/-- The quotient `Re ⟨x, H x⟩ / ‖x‖ ^ 2`, which for symmetric `H` and nonzero `x` is the Rayleigh
quotient. -/
def rayleigh (H : E →ₗ[𝕜] E) (x : E) : ℝ := energy H x / ‖x‖ ^ 2
```

Write a = ε(φ) and b = ε(χ) for the diagonal energies, v = ⟨φ,Hχ⟩ for the coupling and w = |v| for its strength. The candidate for the lowest energy in the span is the lower root of the two-level problem:

    L = (a + b)/2 − s,  where s = √(((a − b)/2)² + w²).

```lean
/-- The lower level of a two-state problem with diagonal energies `a`, `b` and coupling
strength `w`. -/
def lowerLevel (a b w : ℝ) : ℝ := (a + b) / 2 - Real.sqrt (((a - b) / 2) ^ 2 + w ^ 2)
```

## The lower root and its position

From the definition,

    a − L = s + (a − b)/2,
    b − L = s − (a − b)/2.

The product of the two is s² − ((a − b)/2)² = w², which is the secular equation

    (a − L)(b − L) = w².

In Lean, `Real.sq_sqrt` supplies the value of s², and `linear_combination` does the remaining algebra.

```lean
/-- The lower level solves the two-state secular equation. -/
theorem lowerLevel_secular (a b w : ℝ) :
    (a - lowerLevel a b w) * (b - lowerLevel a b w) = w ^ 2 := by
  have h := Real.sq_sqrt (show 0 ≤ ((a - b) / 2) ^ 2 + w ^ 2 by positivity)
  unfold lowerLevel
  linear_combination h
```

Because w² ≥ 0, the root satisfies s ≥ |(a − b)/2|. Both differences above are therefore nonnegative, so L ≤ a and L ≤ b. The lemma `Real.abs_le_sqrt` gives the bound on s, and `abs_le` splits it into the two inequalities needed.

```lean
/-- The lower level never lies above either diagonal energy. -/
theorem lowerLevel_le (a b w : ℝ) : lowerLevel a b w ≤ a ∧ lowerLevel a b w ≤ b := by
  have h : |(a - b) / 2| ≤ Real.sqrt (((a - b) / 2) ^ 2 + w ^ 2) :=
    Real.abs_le_sqrt (by nlinarith [sq_nonneg w])
  have h1 := abs_le.mp h
  unfold lowerLevel
  constructor <;> linarith [h1.1, h1.2]
```

## Energy and norm of a mixture

Take x = cφ + dχ with scalars c and d, and let a bar denote complex conjugation. Expanding gives

    ⟨x,Hx⟩ = |c|² ⟨φ,Hφ⟩ + |d|² ⟨χ,Hχ⟩ + c̄ d ⟨φ,Hχ⟩ + d̄ c ⟨χ,Hφ⟩.

Symmetry gives ⟨χ,Hφ⟩ = ⟨Hχ,φ⟩ = v̄, so the last two terms are complex conjugates of each other. Hence

    ε(x) = |c|² a + |d|² b + 2 Re(c̄ d v).

The last term is the interference between the two orbitals. In the code, `hs` is the relation between the off-diagonal elements and `key` is the expansion. Orthonormality is not used here.

```lean
/-- For a symmetric operator, the energy of a mixture of two vectors is the sum of the two
weighted energies and an interference term. -/
theorem energy_mixture {H : E →ₗ[𝕜] E} (hH : H.IsSymmetric) (φ χ : E) (c d : 𝕜) :
    energy H (c • φ + d • χ) = ‖c‖ ^ 2 * energy H φ + ‖d‖ ^ 2 * energy H χ
      + 2 * RCLike.re (conj c * d * ⟪φ, H χ⟫_𝕜) := by
  -- symmetry relates the two off-diagonal matrix elements
  have hs : ⟪χ, H φ⟫_𝕜 = conj ⟪φ, H χ⟫_𝕜 := by
    rw [inner_conj_symm, hH χ φ]
  have hc : ((‖c‖ ^ 2 : ℝ) : 𝕜) = conj c * c := by simp [RCLike.conj_mul]
  have hd : ((‖d‖ ^ 2 : ℝ) : 𝕜) = conj d * d := by simp [RCLike.conj_mul]
  have key : ⟪c • φ + d • χ, H (c • φ + d • χ)⟫_𝕜
      = ((‖c‖ ^ 2 : ℝ) : 𝕜) * ⟪φ, H φ⟫_𝕜 + ((‖d‖ ^ 2 : ℝ) : 𝕜) * ⟪χ, H χ⟫_𝕜
        + (conj c * d * ⟪φ, H χ⟫_𝕜 + conj (conj c * d * ⟪φ, H χ⟫_𝕜)) := by
    rw [hc, hd]
    simp only [map_add, map_smul, inner_add_left, inner_add_right, inner_smul_left,
      inner_smul_right, hs, map_mul, RCLike.conj_conj]
    ring
  unfold energy
  rw [key]
  simp only [map_add, RCLike.re_ofReal_mul, RCLike.conj_re]
  ring
```

Setting H equal to the identity turns the energy into the squared norm. With ‖φ‖ = ‖χ‖ = 1 and ⟨φ,χ⟩ = 0 the interference term disappears:

    ‖x‖² = |c|² + |d|².

The Lean proof makes the same substitution, applying the previous theorem to `LinearMap.id`.

```lean
/-- The squared norm of a mixture of two orthonormal vectors is the sum of the squared
moduli of its coefficients. -/
theorem norm_sq_mixture {φ χ : E} (hφ : ‖φ‖ = 1) (hχ : ‖χ‖ = 1) (h0 : ⟪φ, χ⟫_𝕜 = 0)
    (c d : 𝕜) : ‖c • φ + d • χ‖ ^ 2 = ‖c‖ ^ 2 + ‖d‖ ^ 2 := by
  -- the norm is the energy of the identity operator
  have h := energy_mixture (H := (LinearMap.id : E →ₗ[𝕜] E)) (fun _ _ => rfl) φ χ c d
  simpa only [energy, LinearMap.id_apply, inner_self_eq_norm_sq, hφ, hχ, h0, mul_zero,
    map_zero, one_pow, mul_one, add_zero] using h
```

## No mixture lies below the lower root

The interference term is most negative when the phases are fully destructive, so

    Re(c̄ d v) ≥ −|c| |d| w.

With A = a − L, B = b − L, p = |c| and q = |d|, this yields

    ε(x) − L‖x‖² ≥ A p² + B q² − 2 p q w.

The right-hand side is nonnegative. If A > 0, multiply it by A and use AB = w²:

    A (A p² + B q² − 2 p q w) = (A p − w q)² ≥ 0.

If A = 0, the secular equation forces w = 0, and only B q² ≥ 0 remains. Dividing by ‖x‖² > 0 gives L ≤ R(x) for every nonzero x in the span.

The hypothesis `hx` places x in `Submodule.span 𝕜 {φ, χ}`, and `Submodule.mem_span_pair` recovers c and d from it. The step `hre` is the bound on the interference, and `quad` is the completed square with its two cases.

```lean
/-- For a symmetric operator and orthonormal `φ`, `χ`, the lower level bounds from below the
Rayleigh quotient of every nonzero vector in their span. -/
theorem lowerLevel_le_rayleigh {H : E →ₗ[𝕜] E} (hH : H.IsSymmetric) {φ χ : E}
    (hφ : ‖φ‖ = 1) (hχ : ‖χ‖ = 1) (h0 : ⟪φ, χ⟫_𝕜 = 0) {x : E}
    (hx : x ∈ Submodule.span 𝕜 {φ, χ}) (hx0 : x ≠ 0) :
    lowerLevel (energy H φ) (energy H χ) ‖⟪φ, H χ⟫_𝕜‖ ≤ rayleigh H x := by
  obtain ⟨c, d, rfl⟩ := Submodule.mem_span_pair.mp hx
  have hN : 0 < ‖c • φ + d • χ‖ ^ 2 := pow_pos (norm_pos_iff.mpr hx0) 2
  rw [rayleigh, le_div_iff₀ hN, norm_sq_mixture hφ hχ h0, energy_mixture hH]
  -- the interference term is at worst fully destructive
  have hre : -(‖c‖ * ‖d‖ * ‖⟪φ, H χ⟫_𝕜‖) ≤ RCLike.re (conj c * d * ⟪φ, H χ⟫_𝕜) := by
    have h := RCLike.abs_re_le_norm (conj c * d * ⟪φ, H χ⟫_𝕜)
    rw [norm_mul, norm_mul, RCLike.norm_conj] at h
    exact (abs_le.mp h).1
  have hsec := lowerLevel_secular (energy H φ) (energy H χ) ‖⟪φ, H χ⟫_𝕜‖
  obtain ⟨ha, hb⟩ := lowerLevel_le (energy H φ) (energy H χ) ‖⟪φ, H χ⟫_𝕜‖
  -- the remaining quadratic form is positive semidefinite
  have quad : ∀ A B w p q : ℝ, 0 ≤ A → 0 ≤ B → A * B = w ^ 2 →
      0 ≤ A * p ^ 2 + B * q ^ 2 - 2 * (p * q * w) := by
    intro A B w p q hA hB hAB
    rcases hA.eq_or_lt with h | h
    · have hw : w = 0 := by
        rw [← h, zero_mul] at hAB
        exact pow_eq_zero_iff (two_ne_zero) |>.mp hAB.symm
      rw [← h, hw]
      have := mul_nonneg hB (sq_nonneg q)
      linarith
    · have h2 : A * (A * p ^ 2 + B * q ^ 2 - 2 * (p * q * w)) = (A * p - w * q) ^ 2 := by
        linear_combination q ^ 2 * hAB
      exact nonneg_of_mul_nonneg_right (h2 ▸ sq_nonneg _) h
  have hq := quad _ _ _ ‖c‖ ‖d‖ (sub_nonneg.mpr ha) (sub_nonneg.mpr hb) hsec
  linarith
```

## A mixture that attains it

The first row of the two-level eigenvalue problem reads (a − L)c + v d = 0. It is solved by c = v and d = L − a, which suggests the vector

    x = vφ + (L − a)χ.

If v ≠ 0, then ‖x‖² = w² + (L − a)² > 0, so x is not zero. The interference term contains v̄ (L − a) v = (L − a)w², and therefore

    ε(x) − L‖x‖² = w²a + (L − a)²b + 2(L − a)w² − L(w² + (L − a)²)
                 = (a − L)((a − L)(b − L) − w²)
                 = 0.

Thus R(x) = L. The vector is not normalised; dividing it by √(w² + (L − a)²) gives the state itself, in which φ and χ have the weights

    (b − L)/(a + b − 2L)  and  (a − L)/(a + b − 2L).

The orbital with the lower diagonal energy has the larger weight.

In the theorem, the two `let` lines introduce L and x. The steps `hn` and `hz` compute the norm and the interference, and the final `linear_combination` multiplies the secular equation by a − L, as in the calculation above.

```lean
/-- For a symmetric operator and orthonormal, coupled `φ`, `χ`, an explicit nonzero mixture
has the lower level as its Rayleigh quotient. -/
theorem rayleigh_optimal {H : E →ₗ[𝕜] E} (hH : H.IsSymmetric) {φ χ : E}
    (hφ : ‖φ‖ = 1) (hχ : ‖χ‖ = 1) (h0 : ⟪φ, χ⟫_𝕜 = 0) (hv : ⟪φ, H χ⟫_𝕜 ≠ 0) :
    let L := lowerLevel (energy H φ) (energy H χ) ‖⟪φ, H χ⟫_𝕜‖
    let x := ⟪φ, H χ⟫_𝕜 • φ + ((L - energy H φ : ℝ) : 𝕜) • χ
    x ≠ 0 ∧ rayleigh H x = L := by
  intro L x
  have hsec : (energy H φ - L) * (energy H χ - L) = ‖⟪φ, H χ⟫_𝕜‖ ^ 2 :=
    lowerLevel_secular _ _ _
  have hn : ‖x‖ ^ 2 = ‖⟪φ, H χ⟫_𝕜‖ ^ 2 + (L - energy H φ) ^ 2 := by
    rw [norm_sq_mixture hφ hχ h0, RCLike.norm_ofReal, sq_abs]
  have hpos : 0 < ‖x‖ ^ 2 := by
    have := pow_pos (norm_pos_iff.mpr hv) 2
    rw [hn]
    positivity
  have hz : conj ⟪φ, H χ⟫_𝕜 * ((L - energy H φ : ℝ) : 𝕜) * ⟪φ, H χ⟫_𝕜
      = (((L - energy H φ) * ‖⟪φ, H χ⟫_𝕜‖ ^ 2 : ℝ) : 𝕜) := by
    rw [RCLike.ofReal_mul, RCLike.ofReal_pow, ← RCLike.conj_mul]
    ring
  refine ⟨fun h => by simp [h] at hpos, ?_⟩
  rw [rayleigh, div_eq_iff hpos.ne', hn, energy_mixture hH, hz, RCLike.ofReal_re,
    RCLike.norm_ofReal, sq_abs]
  -- what is left is a multiple of the secular equation
  linear_combination (energy H φ - L) * hsec
```

## Coupling lowers the energy strictly

With v ≠ 0 the secular equation gives (a − L)(b − L) = w² > 0. Neither factor can vanish, so L ≤ a and L ≤ b sharpen to

    L < a  and  L < b.

The vector just constructed has R(x) = L, so its energy lies strictly below both diagonal energies. By the lower bound, no other nonzero vector in the span does better.

The theorem states this for any symmetric `H` and any orthonormal pair with `⟪φ, H χ⟫_𝕜 ≠ 0`. Its conclusion supplies a nonzero x in the span, the two strict inequalities, and minimality among all nonzero y in the span. The proof takes the vector from `rayleigh_optimal`, rules out equality with either diagonal energy through the secular equation, and gets minimality from `lowerLevel_le_rayleigh`.

The orthogonality hypothesis matters in applications, since a local orbital generally overlaps with the functions already in the basis. The energy b and the coupling v then refer to the function obtained after orthogonalising and normalising. The Hamiltonian is also held fixed, so the response of a self-consistent potential to the changed orbital is left aside.

```lean
/-- For a symmetric operator and orthonormal, coupled `φ`, `χ`, some nonzero vector in their
span has a Rayleigh quotient strictly below both diagonal energies and minimal in the span. -/
theorem exists_lower_energy {H : E →ₗ[𝕜] E} (hH : H.IsSymmetric) {φ χ : E}
    (hφ : ‖φ‖ = 1) (hχ : ‖χ‖ = 1) (h0 : ⟪φ, χ⟫_𝕜 = 0) (hv : ⟪φ, H χ⟫_𝕜 ≠ 0) :
    ∃ x ∈ Submodule.span 𝕜 {φ, χ}, x ≠ 0 ∧
      rayleigh H x < energy H φ ∧ rayleigh H x < energy H χ ∧
      ∀ y ∈ Submodule.span 𝕜 {φ, χ}, y ≠ 0 → rayleigh H x ≤ rayleigh H y := by
  obtain ⟨hx0, hx⟩ := rayleigh_optimal hH hφ hχ h0 hv
  have hsec := lowerLevel_secular (energy H φ) (energy H χ) ‖⟪φ, H χ⟫_𝕜‖
  obtain ⟨ha, hb⟩ := lowerLevel_le (energy H φ) (energy H χ) ‖⟪φ, H χ⟫_𝕜‖
  have hw := pow_pos (norm_pos_iff.mpr hv) 2
  -- a nonzero coupling excludes equality with either diagonal energy
  rw [← hsec] at hw
  refine ⟨_, Submodule.mem_span_pair.mpr ⟨_, _, rfl⟩, hx0, ?_, ?_, ?_⟩
  · rw [hx]
    exact lt_of_le_of_ne ha fun h => by
      rw [sub_eq_zero.mpr h.symm, zero_mul] at hw
      exact lt_irrefl _ hw
  · rw [hx]
    exact lt_of_le_of_ne hb fun h => by
      rw [sub_eq_zero.mpr h.symm, mul_zero] at hw
      exact lt_irrefl _ hw
  · intro y hy hy0
    rw [hx]
    exact lowerLevel_le_rayleigh hH hφ hχ h0 hy hy0
```

## Without coupling no mixture gets below both

If v = 0, the interference term is absent and the quotient is a weighted mean:

    R(x) = (|c|² a + |d|² b) / (|c|² + |d|²).

A weighted mean cannot be smaller than the lesser of a and b. Together with the preceding theorem, this makes a nonzero coupling both necessary and sufficient for some mixture to lie strictly below both diagonal energies.

In the Lean proof of necessity, the two supposed inequalities are multiplied by ‖x‖². If a ≤ b, the first becomes |d|²(b − a) < 0, which is impossible; if b ≤ a, the second fails in the same way. `nlinarith` closes both cases from the nonnegativity of the relevant product.

```lean
/-- For a symmetric operator and orthonormal `φ`, `χ`, mixing can reach below both diagonal
energies exactly when the coupling `⟨φ, H χ⟩` is nonzero. -/
theorem lowering_iff_coupled {H : E →ₗ[𝕜] E} (hH : H.IsSymmetric) {φ χ : E}
    (hφ : ‖φ‖ = 1) (hχ : ‖χ‖ = 1) (h0 : ⟪φ, χ⟫_𝕜 = 0) :
    (∃ x ∈ Submodule.span 𝕜 {φ, χ}, x ≠ 0 ∧
      rayleigh H x < energy H φ ∧ rayleigh H x < energy H χ) ↔ ⟪φ, H χ⟫_𝕜 ≠ 0 := by
  constructor
  · rintro ⟨x, hx, hx0, h1, h2⟩ hv
    obtain ⟨c, d, rfl⟩ := Submodule.mem_span_pair.mp hx
    have hN : 0 < ‖c • φ + d • χ‖ ^ 2 := pow_pos (norm_pos_iff.mpr hx0) 2
    -- without coupling the quotient is a weighted mean of the diagonal energies
    rw [rayleigh, div_lt_iff₀ hN, norm_sq_mixture hφ hχ h0, energy_mixture hH, hv,
      mul_zero, map_zero] at h1 h2
    rcases le_total (energy H φ) (energy H χ) with h | h
    · nlinarith [mul_nonneg (sq_nonneg ‖d‖) (sub_nonneg.mpr h)]
    · nlinarith [mul_nonneg (sq_nonneg ‖c‖) (sub_nonneg.mpr h)]
  · intro hv
    obtain ⟨x, hx, hx0, h1, h2, _⟩ := exists_lower_energy hH hφ hχ h0 hv
    exact ⟨x, hx, hx0, h1, h2⟩
```

## A two-state example

On ℂ², take the matrix with rows (1, 1) and (1, 2), and let φ and χ be the basis vectors (1, 0) and (0, 1). Then

    a = 1,  b = 2,  v = 1,
    L = (3 − √5)/2 ≈ 0.38.

The upper orbital lies a full unit above the lower one, and mixing it in still brings the energy from 1 down to about 0.38. The theorem below confirms that this matrix and these vectors satisfy every hypothesis used above: symmetry, normalisation, orthogonality and nonzero coupling. `Matrix.toEuclideanLin` turns the matrix into a linear map on the space with its usual inner product, and each condition is then checked by computing components.

```lean
/-- The matrix with rows `(1, 1)` and `(1, 2)` is symmetric on `ℂ²` and couples the two
orthonormal basis vectors. -/
theorem coupled_pair_witness :
    let H := Matrix.toEuclideanLin (!![1, 1; 1, 2] : Matrix (Fin 2) (Fin 2) ℂ)
    let φ : EuclideanSpace ℂ (Fin 2) := !₂[1, 0]
    let χ : EuclideanSpace ℂ (Fin 2) := !₂[0, 1]
    H.IsSymmetric ∧ ‖φ‖ = 1 ∧ ‖χ‖ = 1 ∧ ⟪φ, χ⟫_ℂ = 0 ∧ ⟪φ, H χ⟫_ℂ ≠ 0 := by
  intro H φ χ
  refine ⟨?_, ?_, ?_, ?_, ?_⟩
  · intro x y
    have h2 : (starRingEnd ℂ) 2 = 2 := Complex.ext (by simp) (by simp)
    simp [h2, H, Matrix.toLpLin_apply, PiLp.inner_apply, Fin.sum_univ_two, dotProduct]
    ring
  · simp [φ, EuclideanSpace.norm_eq, Fin.sum_univ_two]
  · simp [χ, EuclideanSpace.norm_eq, Fin.sum_univ_two]
  · simp [φ, χ, PiLp.inner_apply, Fin.sum_univ_two]
  · simp [H, φ, χ, Matrix.toLpLin_apply, PiLp.inner_apply, Fin.sum_univ_two]

end

end LocalOrbitalLowering
```

```lean
#print axioms LocalOrbitalLowering.lowering_iff_coupled
-- 'LocalOrbitalLowering.lowering_iff_coupled' depends on axioms: [propext, Classical.choice, Quot.sound]
```
